# An N-point Brillouin-zone rule exact on the differences of N lattice vectors has equal weights

A search for a good k-point set that adjusts the weights along with the points can waste its effort on freedom that is not there. Suppose that N points are to integrate exactly every plane wave whose lattice vector is a difference of two members of a set A, and that A has exactly N members. Any trial with unequal weights then fails, wherever the points are placed.

The quantity wanted is an average over the Brillouin zone, such as a band energy or a charge density summed over Bloch states. The integrand is periodic in reciprocal space, so it is a Fourier series in plane waves labelled by the direct lattice vectors R. A quadrature rule replaces the average by a weighted sum over nodes k₁, …, k_N, and it is judged by the plane waves that it integrates correctly. For electronic-structure calculations the result fixes the weights of a rule that is exact on the differences of A, provided that the number of nodes equals the number of vectors in A.

In Lean 4 with Mathlib:

```lean
import Mathlib

open MeasureTheory

namespace BrillouinEqualWeights

noncomputable section
```

## Plane waves, the cell and exactness

Let d be the dimension. A lattice vector R has integer coordinates R₁, …, R_d, and a point k has real coordinates along the reciprocal basis vectors. The factor 2π, which textbooks often absorb into k, is then explicit:

P(R, k) = exp(2πi Σᵢ Rᵢkᵢ).

```lean
/-- The plane wave `exp(2 pi i R.k)` of the lattice vector `R` at the point `k`, with `k` in
reciprocal-lattice coordinates. -/
def planeWave {d : ℕ} (R : Fin d → ℤ) (k : Fin d → ℝ) : ℂ :=
  Complex.exp (2 * Real.pi * Complex.I * ∑ i, (R i : ℂ) * (k i : ℂ))
```

In these coordinates a unit cell of reciprocal space is a cube of volume 1, so the integral over it is already the Brillouin-zone average. By periodicity it does not matter that this cell is not the symmetric zone around Γ.

```lean
/-- The unit cell of reciprocal space: every coordinate runs over `(0, 1]`. -/
def unitCell (d : ℕ) : Set (Fin d → ℝ) := Set.univ.pi fun _ => Set.Ioc 0 1
```

The rule has nodes kⱼ and complex weights wⱼ. It is exact on the differences of A if, for all R and S in A,

Σⱼ wⱼ P(R − S, kⱼ) = ∫ P(R − S, x) dx,

with the integral taken over the cell. In `ExactOnDifferences` the right-hand side is the actual Lebesgue integral, not a value put in by definition. The nodes are arbitrary: they need not form a grid, lie in the cell or be distinct, and the weights need not be real or positive.

```lean
/-- The rule with nodes `k j` and weights `w j` integrates over the unit cell exactly all plane
waves whose lattice vector is a difference of two members of `A`. -/
def ExactOnDifferences {d N : ℕ} (A : Finset (Fin d → ℤ)) (k : Fin N → Fin d → ℝ)
    (w : Fin N → ℂ) : Prop :=
  ∀ R ∈ A, ∀ S ∈ A,
    ∑ j, w j * planeWave (R - S) (k j) = ∫ x in unitCell d, planeWave (R - S) x
```

A familiar case is the Monkhorst-Pack grid with p points along each axis. There A can be taken as the box 0 ≤ Rᵢ < p, whose differences are all R with |Rᵢ| < p.

## Two product rules

Exponents add, so

P(R + S, k) = P(R, k) P(S, k).

```lean
/-- The plane wave of a sum of lattice vectors is the product of the plane waves. -/
theorem planeWave_add {d : ℕ} (R S : Fin d → ℤ) (k : Fin d → ℝ) :
    planeWave (R + S) k = planeWave R k * planeWave S k := by
  simp only [planeWave]
  rw [← Complex.exp_add, ← mul_add, ← Finset.sum_add_distrib]
  congr 2
  refine Finset.sum_congr rfl fun i _ => ?_
  simp only [Pi.add_apply]
  push_cast
  ring
```

In the same way, for two points k and q,

P(R, k − q) = P(R, k) P(−R, q).

The first rule separates two lattice vectors at one node, and the second separates two nodes for one lattice vector.

```lean
/-- At a difference of two points, the plane wave of `R` is the wave of `R` at the first point
times the wave of `-R` at the second. -/
theorem planeWave_sub_right {d : ℕ} (R : Fin d → ℤ) (k q : Fin d → ℝ) :
    planeWave R (k - q) = planeWave R k * planeWave (-R) q := by
  simp only [planeWave]
  rw [← Complex.exp_add, ← mul_add, ← Finset.sum_add_distrib]
  congr 2
  refine Finset.sum_congr rfl fun i _ => ?_
  simp only [Pi.sub_apply, Pi.neg_apply]
  push_cast
  ring
```

## The cell integral of a plane wave

In one dimension, take an integer n. For n = 0 the integrand is 1 and so is the integral. For n ≠ 0,

∫₀¹ exp(2πi n t) dt = (exp(2πi n) − 1)/(2πi n) = 0,

because exp(2πi n) = 1. The proof makes the same case distinction and uses the same antiderivative.

```lean
/-- In one dimension, the integral of `exp(2 pi i n t)` over a period is 1 for `n = 0` and 0 for
every other integer `n`. -/
theorem integral_line (n : ℤ) :
    ∫ t in Set.Ioc (0 : ℝ) 1, Complex.exp (2 * Real.pi * Complex.I * n * t)
      = if n = 0 then 1 else 0 := by
  rw [← intervalIntegral.integral_of_le zero_le_one]
  by_cases h : n = 0
  · simp [h]
  · have hc : 2 * (Real.pi : ℂ) * Complex.I * n ≠ 0 :=
      mul_ne_zero Complex.two_pi_I_ne_zero (Int.cast_ne_zero.mpr h)
    have h1 : Complex.exp (2 * Real.pi * Complex.I * n) = 1 := by
      rw [mul_comm]
      exact Complex.exp_int_mul_two_pi_mul_I n
    rw [integral_exp_mul_complex hc, Complex.ofReal_one, mul_one, h1, Complex.ofReal_zero,
      mul_zero, Complex.exp_zero, sub_self, zero_div, if_neg h]
```

In d dimensions the plane wave is a product of one factor per coordinate, and the integral factorises:

∫ P(R, x) dx = Πᵢ ∫₀¹ exp(2πi Rᵢt) dt.

If R = 0, every factor is 1. If R ≠ 0, some Rᵢ is nonzero, its factor vanishes, and so does the product. In the code, `hp` writes the wave as a product and `integral_fintype_prod_eq_prod` factorises the integral.

```lean
/-- The integral of a plane wave over the unit cell is 1 for the zero lattice vector and 0 for
every other one. -/
theorem integral_planeWave {d : ℕ} (R : Fin d → ℤ) :
    ∫ x in unitCell d, planeWave R x = if R = 0 then 1 else 0 := by
  have hp : ∀ x : Fin d → ℝ, planeWave R x
      = ∏ i, Complex.exp (2 * Real.pi * Complex.I * (R i) * (x i)) := by
    intro x
    rw [planeWave, Finset.mul_sum, Complex.exp_sum]
    simp only [mul_assoc]
  -- the integral factorises over the coordinates
  simp_rw [hp]
  rw [unitCell, volume_pi, Measure.restrict_pi_pi,
    integral_fintype_prod_eq_prod
      (fun i (t : ℝ) => Complex.exp (2 * Real.pi * Complex.I * (R i) * t))]
  simp_rw [integral_line]
  by_cases h : R = 0
  · simp [h]
  · obtain ⟨i, hi⟩ := Function.ne_iff.mp h
    have hi' : R i ≠ 0 := hi
    rw [if_neg h]
    exact Finset.prod_eq_zero (Finset.mem_univ i) (if_neg hi')
```

## From orthogonality over nodes to orthogonality over A

Write δ(a, b) for 1 if a = b and 0 otherwise. By the cell integral, exactness says that

Σⱼ wⱼ P(R − S, kⱼ) = δ(R, S) for all R, S in A.

Define two matrices, one with rows in A and columns over nodes, the other the reverse:

M(R, j) = P(R, kⱼ) wⱼ,
B(j, S) = P(−S, kⱼ).

The first product rule gives

(MB)(R, S) = Σⱼ wⱼ P(R − S, kⱼ),

so exactness is the matrix equation MB = 1. Since A has N members, both matrices are square, and a one-sided inverse of a square matrix is two-sided. Hence BM = 1 as well. By the second product rule,

(BM)(j, l) = Σ_R P(−R, kⱼ) P(R, kₗ) wₗ = wₗ Σ_R P(R, kₗ − kⱼ),

with R running over A. Therefore

wₗ Σ_R P(R, kₗ − kⱼ) = δ(j, l).

Each step can be reversed, so this dual relation is equivalent to exactness. In the proof, `hMB` and `hBM` compute the two products, `hone` identifies the cell integrals with the unit matrix, and `hexact` restates exactness as MB = 1. The exchange of factors is `Matrix.mul_eq_one_comm_of_equiv`, which receives the matching between A and the N node labels from `hA`.

```lean
/-- For as many nodes as vectors in `A`, exactness on the differences of `A` is equivalent to a dual
relation: for all node labels `j` and `l`, the weight `w l` times the sum over `A` of the plane
waves at `k l - k j` is 1 if `j = l` and 0 otherwise. -/
theorem exact_iff_dual {d N : ℕ} {A : Finset (Fin d → ℤ)} (hA : A.card = N)
    (k : Fin N → Fin d → ℝ) (w : Fin N → ℂ) :
    ExactOnDifferences A k w ↔
      ∀ j l, w l * ∑ R ∈ A, planeWave R (k l - k j) = if j = l then 1 else 0 := by
  let M : Matrix A (Fin N) ℂ := fun R j => planeWave R.1 (k j) * w j
  let B : Matrix (Fin N) A ℂ := fun j S => planeWave (-S.1) (k j)
  have hMB : ∀ R S : A, (M * B) R S = ∑ j, w j * planeWave (R.1 - S.1) (k j) := by
    intro R S
    rw [Matrix.mul_apply]
    refine Finset.sum_congr rfl fun j _ => ?_
    rw [sub_eq_add_neg, planeWave_add]
    simp only [M, B]
    ring
  have hone : ∀ R S : A,
      (1 : Matrix A A ℂ) R S = ∫ x in unitCell d, planeWave (R.1 - S.1) x := by
    intro R S
    by_cases h : R = S
    · subst h
      rw [integral_planeWave, sub_self, if_pos rfl, Matrix.one_apply_eq]
    · have h' : R.1 - S.1 ≠ 0 := sub_ne_zero.mpr fun e => h (Subtype.ext e)
      rw [integral_planeWave, if_neg h', Matrix.one_apply_ne h]
  have hBM : ∀ j l, (B * M) j l = w l * ∑ R ∈ A, planeWave R (k l - k j) := by
    intro j l
    rw [Matrix.mul_apply, Finset.mul_sum, ← Finset.sum_coe_sort A]
    refine Finset.sum_congr rfl fun R _ => ?_
    rw [planeWave_sub_right]
    simp only [M, B]
    ring
  have hexact : ExactOnDifferences A k w ↔ M * B = 1 := by
    constructor
    · intro h
      ext R S
      rw [hMB, hone]
      exact h R.1 R.2 S.1 S.2
    · intro h R hR S hS
      have e := congrFun (congrFun h ⟨R, hR⟩) ⟨S, hS⟩
      rw [hMB, hone] at e
      exact e
  -- a one-sided inverse of a square matrix is two-sided
  rw [hexact, Matrix.mul_eq_one_comm_of_equiv (A.equivFinOfCardEq hA)]
  constructor
  · intro h j l
    rw [← hBM, h, Matrix.one_apply]
  · intro h
    ext j l
    rw [hBM, h, Matrix.one_apply]
```

## The weights

Set l = j in the dual relation. Every plane wave equals 1 at the point 0, so the sum over A is N:

N wⱼ = 1, hence wⱼ = 1/N.

The theorem `weight_eq` reads: let A be a finite set of integer vectors with N members (`hA`), and let N nodes `k` with complex weights `w` be exact on its differences (`h`); then for every node label `j` the weight is 1/N. The existence of a label `j` already implies N ≥ 1. The proof evaluates the dual relation at `j j` and divides by N.

```lean
/-- Equal weights: if `N` nodes with complex weights integrate exactly all plane waves with
lattice vectors in `A - A`, where `A` has `N` members, then every weight is `1/N`. -/
theorem weight_eq {d N : ℕ} {A : Finset (Fin d → ℤ)} (hA : A.card = N)
    {k : Fin N → Fin d → ℝ} {w : Fin N → ℂ} (h : ExactOnDifferences A k w) (j : Fin N) :
    w j = 1 / N := by
  have hN : (N : ℂ) ≠ 0 := Nat.cast_ne_zero.mpr j.pos.ne'
  -- the diagonal of the dual relation reads `w j * N = 1`
  have e := (exact_iff_dual hA k w).1 h j j
  simp only [sub_self, planeWave, Pi.zero_apply, Complex.ofReal_zero, mul_zero,
    Finset.sum_const_zero, Complex.exp_zero, Finset.sum_const, hA, nsmul_eq_mul, mul_one,
    if_true] at e
  exact eq_div_of_mul_eq hN e
```

This does not conflict with tables of symmetry-reduced k-points, whose weights usually differ. Such a table integrates symmetrised functions, whereas the condition here concerns each plane wave separately and counts the nodes before reduction.

The step from here to a real calculation is truncation. A band energy generally has Fourier components outside the differences of A, and the hypotheses say nothing about the error that these cause.

## Which node sets are exact

With the weights known, the off-diagonal part of the dual relation constrains the nodes alone. For j ≠ l it reads

(1/N) Σ_R P(R, kₗ − kⱼ) = 0,

and the factor 1/N is nonzero, so the lattice sum vanishes. Conversely, equal weights and vanishing sums give back the whole dual relation, and with it exactness. The two halves of the proof are these two directions.

```lean
/-- A rule with as many nodes as `A` has members is exact on `A - A` if and only if all weights are
`1/N` and, for any two different node labels, the plane waves of `A` at the difference of the two
nodes sum to 0. -/
theorem exact_iff {d N : ℕ} {A : Finset (Fin d → ℤ)} (hA : A.card = N)
    (k : Fin N → Fin d → ℝ) (w : Fin N → ℂ) :
    ExactOnDifferences A k w ↔
      (∀ j, w j = 1 / N) ∧ ∀ j l, j ≠ l → ∑ R ∈ A, planeWave R (k l - k j) = 0 := by
  constructor
  · intro h
    refine ⟨weight_eq hA h, fun j l hjl => ?_⟩
    have hN : (N : ℂ) ≠ 0 := Nat.cast_ne_zero.mpr j.pos.ne'
    have e := (exact_iff_dual hA k w).1 h j l
    rw [if_neg hjl, weight_eq hA h l] at e
    exact (mul_eq_zero.mp e).resolve_left (one_div_ne_zero hN)
  · rintro ⟨hw, h0⟩
    refine (exact_iff_dual hA k w).2 fun j l => ?_
    by_cases hjl : j = l
    · subst hjl
      have hN : (N : ℂ) ≠ 0 := Nat.cast_ne_zero.mpr j.pos.ne'
      simp [planeWave, hA, hw, hN]
    · rw [if_neg hjl, h0 j l hjl, mul_zero]
```

The characterisation does not promise that suitable nodes exist for every A. In one dimension, A = {0, 1, 3} admits none: with z = exp(2πi(kₗ − kⱼ)), the condition 1 + z + z³ = 0 would force z to be a cube root of unity other than 1, and then z³ = 1 makes the sum 2 + z, which is not zero.

Nor can an exact rule of this size use one physical k-point twice. If kₗ − kⱼ = G with integer coordinates, then R·G is an integer and P(R, G) = 1 for every R in A. The lattice sum is then N, which is not zero, so j and l must be the same label. The proof assumes that the labels differ and reaches this contradiction.

```lean
/-- If a rule with `N` nodes is exact on the differences of `A`, where `A` has `N` members, then two
node labels whose nodes differ by a reciprocal lattice vector `G` are equal. -/
theorem nodes_inequivalent {d N : ℕ} {A : Finset (Fin d → ℤ)} (hA : A.card = N)
    {k : Fin N → Fin d → ℝ} {w : Fin N → ℂ} (h : ExactOnDifferences A k w) {j l : Fin N}
    (G : Fin d → ℤ) (hG : k l - k j = fun i => (G i : ℝ)) : j = l := by
  by_contra hjl
  have h0 := ((exact_iff hA k w).1 h).2 j l hjl
  have h1 : ∀ R ∈ A, planeWave R (k l - k j) = 1 := by
    intro R _
    have e : 2 * (Real.pi : ℂ) * Complex.I * ∑ i, (R i : ℂ) * ((G i : ℝ) : ℂ)
        = ((∑ i, R i * G i : ℤ) : ℂ) * (2 * Real.pi * Complex.I) := by
      push_cast
      ring
    rw [hG, planeWave, e]
    exact Complex.exp_int_mul_two_pi_mul_I _
  rw [Finset.sum_congr rfl h1, Finset.sum_const, hA, nsmul_eq_mul, mul_one] at h0
  exact j.pos.ne' (by exact_mod_cast h0)
```

## Three nodes in two dimensions

Take A = {(0,0), (1,0), (0,1)} and the nodes

kⱼ = (j/3, 2j/3), j = 0, 1, 2,

that is, (0,0), (1/3,2/3) and (2/3,4/3). The first and the last lie outside the cell, whose coordinates run over (0, 1]; they are equivalent to (1,1) and (2/3,1/3).

The calculation needs one fact about cube roots of unity. For an integer m not divisible by 3, let z = exp(2πi m/3). Then z³ = 1 and z ≠ 1, and from

(z − 1)(1 + z + z²) = z³ − 1 = 0

it follows that 1 + z + z² = 0.

```lean
/-- For an integer `m` not divisible by 3, the number `z = exp(2 pi i m/3)` satisfies
`1 + z + z^2 = 0`. -/
theorem cube_root_sum (m : ℤ) (hm : ¬ (3 : ℤ) ∣ m) :
    1 + (Complex.exp (2 * Real.pi * Complex.I * (m / 3))
      + Complex.exp (2 * Real.pi * Complex.I * (m / 3)) ^ 2) = 0 := by
  have h3 : Complex.exp (2 * Real.pi * Complex.I * (m / 3)) ^ 3 = 1 := by
    rw [← Complex.exp_nat_mul, show ((3 : ℕ) : ℂ) * (2 * Real.pi * Complex.I * (m / 3))
      = m * (2 * Real.pi * Complex.I) by push_cast; ring]
    exact Complex.exp_int_mul_two_pi_mul_I m
  have h1 : Complex.exp (2 * Real.pi * Complex.I * (m / 3)) ≠ 1 := by
    intro h
    obtain ⟨n, hn⟩ := Complex.exp_eq_one_iff.mp h
    have e := mul_left_cancel₀ Complex.two_pi_I_ne_zero (hn.trans (mul_comm _ _))
    have e' : (m : ℂ) = 3 * n := by linear_combination 3 * e
    exact hm ⟨n, by exact_mod_cast e'⟩
  refine (mul_eq_zero.mp ?_).resolve_left (sub_ne_zero.mpr h1)
  linear_combination h3
```

For two distinct labels put m = l − j, which is not divisible by 3 because both labels lie between 0 and 2. A lattice vector (a, b) then gives

P((a, b), kₗ − kⱼ) = exp(2πi m(a + 2b)/3) = z^(a + 2b).

The three members of A give the exponents 0, 1 and 2, so the lattice sum is 1 + z + z² = 0. With weights 1/3, the characterisation yields exactness. In the code, `omega` settles the divisibility, `hp` is the power formula, and `cube_root_sum` finishes the sum.

```lean
/-- In two dimensions the nodes `(0,0)`, `(1/3,2/3)`, `(2/3,4/3)` with weights `1/3` are exact on
the differences of the three lattice vectors `(0,0)`, `(1,0)`, `(0,1)`. -/
theorem exact_witness :
    ExactOnDifferences {![0, 0], ![1, 0], ![0, 1]}
      (fun j : Fin 3 => ![((j : ℕ) : ℝ) / 3, 2 * ((j : ℕ) : ℝ) / 3]) (fun _ => 1 / 3) := by
  refine (exact_iff (by decide) _ _).2 ⟨fun _ => by norm_num, fun j l hjl => ?_⟩
  have hm : ¬ (3 : ℤ) ∣ ((l : ℕ) : ℤ) - ((j : ℕ) : ℤ) := by
    have h1 := l.isLt
    have h2 := j.isLt
    have h3 : (j : ℕ) ≠ (l : ℕ) := fun e => hjl (Fin.ext e)
    omega
  -- each plane wave is a power of one cube root of unity
  have hp : ∀ a b : ℤ, planeWave ![a, b]
      (![((l : ℕ) : ℝ) / 3, 2 * ((l : ℕ) : ℝ) / 3] - ![((j : ℕ) : ℝ) / 3, 2 * ((j : ℕ) : ℝ) / 3])
      = Complex.exp (2 * Real.pi * Complex.I
          * (((((l : ℕ) : ℤ) - ((j : ℕ) : ℤ) : ℤ) : ℂ) / 3)) ^ (a + 2 * b) := by
    intro a b
    rw [← Complex.exp_int_mul, planeWave, Fin.sum_univ_two]
    congr 1
    simp only [Pi.sub_apply, Matrix.cons_val_zero, Matrix.cons_val_one]
    push_cast
    ring
  rw [Finset.sum_insert (by decide), Finset.sum_insert (by decide), Finset.sum_singleton,
    hp, hp, hp]
  simp only [mul_zero, add_zero, zero_add, mul_one, zpow_ofNat, pow_zero, pow_one]
  exact cube_root_sum _ hm

end

end BrillouinEqualWeights
```

```lean
#print axioms BrillouinEqualWeights.weight_eq
#print axioms BrillouinEqualWeights.nodes_inequivalent
```

```
'BrillouinEqualWeights.weight_eq' depends on axioms: [propext, Classical.choice, Quot.sound]
'BrillouinEqualWeights.nodes_inequivalent' depends on axioms: [propext, Classical.choice, Quot.sound]
```
